# Unique linear response, and its polarizability, when A − B and the reduced response matrix are invertible

Let A and B be n×n matrices, d a vector and ω a frequency, and consider the linear-response equations

(A − ω)x + By = d

Bx + (A + ω)y = d

for the unknown vectors x and y. If A − B and the reduced response matrix

G = (A + B) − ω²(A − B)⁻¹

are both invertible, there is exactly one solution (x, y), and it satisfies

d·(x + y) = 2 d·G⁻¹d.

The matrices may be real or complex, and they need not be symmetric.

## Excitations, de-excitations and the induced dipole

In the random-phase approximation, in linear-response TDDFT and in the Bethe–Salpeter equation, an oscillating field mixes occupied with empty orbitals. Each index of the vectors stands for one pair of an occupied and an empty spin orbital with the same spin. The entries of x are excitation amplitudes, those of y are de-excitation amplitudes, and d holds the transition dipoles along the field. With real orbitals the same A, B and d appear in both equations. With complex orbitals the second equation contains their complex conjugates, a case not covered here. The matrix A contains the orbital energy differences and the coupling among excitations, while B couples excitations to de-excitations. The number d·(x + y) is the induced dipole per unit field, which is the polarizability along the field direction.

The two invertibility conditions have a physical content. For real orbitals and an adiabatic functional of the density and its gradient only (LDA or GGA), A − B is the diagonal matrix of orbital energy differences, so it is invertible when none of these vanishes. Given that, G is invertible when ω is not a resonance.

For a finite set of transitions and frequency-independent A and B, the result replaces a linear system of size 2n by one of size n, once (A − B)⁻¹ is available. This inverse is immediate when A − B is diagonal; otherwise it takes additional work with an n×n matrix. The same formula at imaginary frequency gives the polarizabilities whose products are integrated to obtain dispersion coefficients within such a model.

## The statement in Lean's terms

The scalars form a field `K` of characteristic zero, which covers ℝ and ℂ, and the transitions are labelled by a finite type `n`. The predicate `IsResponse A B ω d x y` is the pair of equations above. Its sign convention puts +d on the right, as for a field that enters the energy as −(dipole)·(field). The product `⬝ᵥ` is the plain sum of products, without complex conjugation.

`reduced A B w` is G as a function of the squared frequency w, and `polarizability A B w d` is 2 d·G⁻¹d. The main theorem, `response_unique_and_polarizability`, assumes `IsUnit (A - B)` and `IsUnit (reduced A B (ω ^ 2))`. It concludes that exactly one pair solves the equations (`∃!`) and that every solution has the stated induced dipole.

Using w makes imaginary frequencies iu accessible with real matrices: w = −u², written `-u ^ 2`. The theorems on imaginary frequency are statements about this real formula. They assume that A + B and A − B are positive definite, which in Mathlib includes symmetry. In Hartree–Fock and adiabatic Kohn–Sham theory with real orbitals, this means that the reference state is stable against small mixing of the occupied–empty pairs included. It is assumed here, not derived from a Hamiltonian. There is no damping, and A and B are given matrices, with no orbitals or functional behind them.

## From two coupled equations to one

Write s = x + y and t = x − y. Adding the two response equations gives

(A + B)s − ωt = 2d,

and subtracting the second from the first gives

(A − B)t = ωs.

Half the sum and half the difference of these equations return the original pair, so nothing is lost. Since A − B is invertible, the second equation says

t = ω(A − B)⁻¹s.

Inserting this into the first leaves

Gs = 2d.

As G is invertible, s = 2G⁻¹d is the only possibility. Then t is fixed, and so are x = (s + t)/2 and y = (s − t)/2. Conversely, these x and y have sum s and difference t, so they solve the response equations. Taking the product of d with s gives d·(x + y) = 2 d·G⁻¹d.

## Resonances and a single pole in ω²

Set d = 0 and keep A − B invertible. A solution now has Gs = 0. If s were zero, t = ω(A − B)⁻¹s would vanish too, and with it x and y. A nonzero free oscillation therefore gives a nonzero s with Gs = 0, and any such s gives back a nonzero oscillation. Such an s exists exactly when det G = 0.

For A = a·1 and B = b·1, with numbers a and b, the equations read (a + b)s − ωt = 2d and (a − b)t = ωs. Multiplying the first by a − b and inserting the second gives

(a² − b² − ω²)s = 2(a − b)d.

Away from ω² = a² − b², the induced dipole is thus

d·(x + y) = 2(a − b)/(a² − b² − ω²) d·d.

## Positive and non-increasing at imaginary frequency

Let A + B and A − B be real and positive definite, and write G_u for G at w = −u²:

G_u = (A + B) + u²(A − B)⁻¹.

This is a positive definite matrix plus a positive semidefinite one, so G_u and its inverse are positive definite. Hence 2 d·G_u⁻¹d > 0 for d ≠ 0.

Now take |u| ≤ |v| and set p = G_u⁻¹d and q = G_v⁻¹d. Because G_u = G_v − (v² − u²)(A − B)⁻¹,

G_u q = d − (v² − u²)(A − B)⁻¹q.

The quadratic form of G_u at q − p is nonnegative. With G_u p = d and the symmetry of G_u, which gives p·G_u q = d·q, it expands to

0 ≤ q·G_u q − 2 d·q + d·p

= d·p − d·q − (v² − u²) q·(A − B)⁻¹q.

The last term subtracts something nonnegative, so d·q ≤ d·p. Doubling both sides shows that the polarizability at iv is at most that at iu.

## Examples with one transition where a condition fails

The following examples have n = 1, so all quantities are numbers.

- **A − B not invertible.** Take A = B = 1 and ω = 0. Both equations become x + y = d, which has infinitely many solutions. Mathlib sets the inverse of 0 to 0, so `reduced` equals 2 here and its invertibility alone would not exclude the case.
- **G not invertible.** Take A = 1, B = 0 and ω = 1, so that G = 0. The first equation reads 0 = d and has no solution for d ≠ 0.
- **A − B not positive definite.** Take A = 0 and B = 1, so that A + B = 1 and A − B = −1. The formula gives 2d²/(1 − u²), which for d ≠ 0 grows from 2d² at u = 0 to 8d²/3 at u = 1/2.

## The complete Lean file

```lean
import Mathlib

open Matrix

namespace RPAPolarizability

noncomputable section

variable {n K : Type*} [Fintype n] [DecidableEq n] [Field K] [CharZero K]

/-- The linear-response equations at frequency `ω`: the excitation amplitudes `x` and
de-excitation amplitudes `y` are driven by the same transition dipole vector `d`. -/
def IsResponse (A B : Matrix n n K) (ω : K) (d x y : n → K) : Prop :=
  (A - ω • (1 : Matrix n n K)) *ᵥ x + B *ᵥ y = d ∧
    B *ᵥ x + (A + ω • (1 : Matrix n n K)) *ᵥ y = d

/-- The reduced response matrix `G = (A + B) - w (A - B)⁻¹` at squared frequency `w`,
for invertible `A - B`. -/
def reduced (A B : Matrix n n K) (w : K) : Matrix n n K :=
  A + B - w • (A - B)⁻¹

/-- The polarizability `2 d · G⁻¹ d` at squared frequency `w`, for invertible `A - B`
and invertible `G`. -/
def polarizability (A B : Matrix n n K) (w : K) (d : n → K) : K :=
  2 * (d ⬝ᵥ (reduced A B w)⁻¹ *ᵥ d)

/-- The response equations are equivalent to a pair of equations for the sum `x + y` and the
difference `x - y` of the amplitudes, where `d` appears in only one of the two. -/
theorem isResponse_iff_sum_diff (A B : Matrix n n K) (ω : K) (d x y : n → K) :
    IsResponse A B ω d x y ↔
      (A + B) *ᵥ (x + y) - ω • (x - y) = (2 : K) • d ∧
        (A - B) *ᵥ (x - y) = ω • (x + y) := by
  simp only [IsResponse, sub_mulVec, add_mulVec, smul_mulVec, one_mulVec, mulVec_add,
    mulVec_sub]
  constructor
  · rintro ⟨h1, h2⟩
    constructor
    · linear_combination (norm := module) h1 + h2
    · linear_combination (norm := module) h1 - h2
  · rintro ⟨g1, g2⟩
    constructor
    · linear_combination (norm := module) (1 / 2 : K) • g1 + (1 / 2 : K) • g2
    · linear_combination (norm := module) (1 / 2 : K) • g1 - (1 / 2 : K) • g2

/-- For invertible `A - B` the difference of the amplitudes can be eliminated, which leaves
`G (x + y) = 2 d` for their sum. -/
theorem isResponse_iff_reduced {A B : Matrix n n K} (hM : IsUnit (A - B)) (ω : K)
    (d x y : n → K) :
    IsResponse A B ω d x y ↔
      reduced A B (ω ^ 2) *ᵥ (x + y) = (2 : K) • d ∧
        x - y = ω • ((A - B)⁻¹ *ᵥ (x + y)) := by
  have hdet : IsUnit (A - B).det := (Matrix.isUnit_iff_isUnit_det _).1 hM
  -- solve the undriven equation for the difference
  have key : (A - B) *ᵥ (x - y) = ω • (x + y) ↔
      x - y = ω • ((A - B)⁻¹ *ᵥ (x + y)) := by
    constructor
    · intro e
      have h := congrArg (fun v => (A - B)⁻¹ *ᵥ v) e
      simpa only [mulVec_mulVec, nonsing_inv_mul _ hdet, one_mulVec, mulVec_smul] using h
    · intro e
      rw [e, mulVec_smul, mulVec_mulVec, mul_nonsing_inv _ hdet, one_mulVec]
  rw [isResponse_iff_sum_diff, key]
  refine and_congr_left fun e => ?_
  rw [e, reduced, sub_mulVec, smul_mulVec, smul_smul, pow_two]

/-- For invertible `A - B`, every solution `s` of the reduced equation `G s = 2 d` yields amplitudes
that solve the full response equations. -/
theorem isResponse_of_reduced {A B : Matrix n n K} (hM : IsUnit (A - B)) (ω : K)
    (d s : n → K) (hs : reduced A B (ω ^ 2) *ᵥ s = (2 : K) • d) :
    IsResponse A B ω d ((1 / 2 : K) • (s + ω • ((A - B)⁻¹ *ᵥ s)))
      ((1 / 2 : K) • (s - ω • ((A - B)⁻¹ *ᵥ s))) := by
  rw [isResponse_iff_reduced hM]
  generalize ht : ω • ((A - B)⁻¹ *ᵥ s) = t
  have h1 : (1 / 2 : K) • (s + t) + (1 / 2 : K) • (s - t) = s := by module
  have h2 : (1 / 2 : K) • (s + t) - (1 / 2 : K) • (s - t) = t := by module
  rw [h1, h2]
  exact ⟨hs, ht.symm⟩

/-- If `A - B` and `G = (A + B) - ω² (A - B)⁻¹` are invertible, the response equations have
exactly one solution, and its induced dipole `d · (x + y)` equals `2 d · G⁻¹ d`. -/
theorem response_unique_and_polarizability {A B : Matrix n n K} {ω : K}
    (hM : IsUnit (A - B)) (hG : IsUnit (reduced A B (ω ^ 2))) (d : n → K) :
    (∃! p : (n → K) × (n → K), IsResponse A B ω d p.1 p.2) ∧
      ∀ x y, IsResponse A B ω d x y →
        d ⬝ᵥ (x + y) = polarizability A B (ω ^ 2) d := by
  have hdet : IsUnit (reduced A B (ω ^ 2)).det := (Matrix.isUnit_iff_isUnit_det _).1 hG
  obtain ⟨s, hs⟩ : ∃ s, s = (2 : K) • ((reduced A B (ω ^ 2))⁻¹ *ᵥ d) := ⟨_, rfl⟩
  have hGs : reduced A B (ω ^ 2) *ᵥ s = (2 : K) • d := by
    rw [hs, mulVec_smul, mulVec_mulVec, mul_nonsing_inv _ hdet, one_mulVec]
  -- the sum of the amplitudes is fixed by the reduced equation
  have hsum : ∀ x y, IsResponse A B ω d x y → x + y = s := by
    intro x y h
    have e := congrArg (fun v => (reduced A B (ω ^ 2))⁻¹ *ᵥ v)
      ((isResponse_iff_reduced hM ω d x y).1 h).1
    simp only [mulVec_mulVec, nonsing_inv_mul _ hdet, one_mulVec, mulVec_smul] at e
    rw [e, hs]
  refine ⟨⟨(_, _), isResponse_of_reduced hM ω d s hGs, ?_⟩, ?_⟩
  · rintro ⟨x, y⟩ h
    have e1 := hsum x y h
    have e2 := ((isResponse_iff_reduced hM ω d x y).1 h).2
    rw [e1] at e2
    refine Prod.ext ?_ ?_
    · linear_combination (norm := module) (1 / 2 : K) • e1 + (1 / 2 : K) • e2
    · linear_combination (norm := module) (1 / 2 : K) • e1 - (1 / 2 : K) • e2
  · intro x y h
    rw [hsum x y h, hs, dotProduct_smul, smul_eq_mul, polarizability]

/-- For invertible `A - B`, a nonzero free oscillation (a solution without driving) exists at
frequency `ω` exactly when `det G = 0`. -/
theorem free_oscillation_iff {A B : Matrix n n K} (hM : IsUnit (A - B)) (ω : K) :
    (∃ x y : n → K, (x ≠ 0 ∨ y ≠ 0) ∧ IsResponse A B ω 0 x y) ↔
      (reduced A B (ω ^ 2)).det = 0 := by
  rw [← Matrix.exists_mulVec_eq_zero_iff]
  constructor
  · rintro ⟨x, y, hne, h⟩
    obtain ⟨h1, h2⟩ := (isResponse_iff_reduced hM ω 0 x y).1 h
    refine ⟨x + y, fun h0 => ?_, by rw [h1, smul_zero]⟩
    -- a vanishing sum would force a vanishing difference
    rw [h0, mulVec_zero, smul_zero] at h2
    have hx : x = 0 := by
      linear_combination (norm := module) (1 / 2 : K) • h0 + (1 / 2 : K) • h2
    have hy : y = 0 := by
      linear_combination (norm := module) (1 / 2 : K) • h0 - (1 / 2 : K) • h2
    exact hne.elim (fun k => k hx) (fun k => k hy)
  · rintro ⟨s, hs, h⟩
    refine ⟨_, _, ?_, isResponse_of_reduced hM ω 0 s (by rw [h, smul_zero])⟩
    by_contra hc
    push Not at hc
    obtain ⟨hx, hy⟩ := hc
    exact hs (by linear_combination (norm := module) hx + hy)

/-- For uncoupled identical transitions, `A = a 1` and `B = b 1`, the induced dipole is
`2 (a - b) / (a² - b² - ω²)` times `d · d`, away from `ω² = a² - b²`. -/
theorem single_pole_response {a b ω : K} (h : a ^ 2 - b ^ 2 - ω ^ 2 ≠ 0) {d x y : n → K}
    (hxy : IsResponse (a • (1 : Matrix n n K)) (b • (1 : Matrix n n K)) ω d x y) :
    d ⬝ᵥ (x + y) = 2 * (a - b) / (a ^ 2 - b ^ 2 - ω ^ 2) * (d ⬝ᵥ d) := by
  obtain ⟨g1, g2⟩ := (isResponse_iff_sum_diff _ _ ω d x y).1 hxy
  simp only [add_mulVec, sub_mulVec, smul_mulVec, one_mulVec] at g1 g2
  have e : (a ^ 2 - b ^ 2 - ω ^ 2) • (x + y) = (2 * (a - b)) • d := by
    linear_combination (norm := module) (a - b) • g1 + ω • g2
  have e' := congrArg (fun v => d ⬝ᵥ v) e
  simp only [dotProduct_smul, smul_eq_mul] at e'
  rw [div_mul_eq_mul_div, eq_div_iff h]
  linear_combination e'

/-- If `A + B` and `A - B` are real positive definite, so is the reduced response matrix at
every imaginary frequency `i u`. -/
theorem reduced_posDef {A B : Matrix n n ℝ} (hP : (A + B).PosDef) (hM : (A - B).PosDef)
    (u : ℝ) : (reduced A B (-u ^ 2)).PosDef := by
  rw [reduced, neg_smul, sub_neg_eq_add]
  exact hP.add_posSemidef (hM.inv.posSemidef.smul (sq_nonneg u))

/-- For real positive definite `A + B` and `A - B`, the polarizability at imaginary frequency
`i u` is positive for `d ≠ 0`. -/
theorem polarizability_imaginary_pos {A B : Matrix n n ℝ} (hP : (A + B).PosDef)
    (hM : (A - B).PosDef) (u : ℝ) {d : n → ℝ} (hd : d ≠ 0) :
    0 < polarizability A B (-u ^ 2) d := by
  have h := (reduced_posDef hP hM u).inv.dotProduct_mulVec_pos hd
  rw [star_trivial] at h
  exact mul_pos two_pos h

/-- For real positive definite `A + B` and `A - B`, the polarizability at imaginary frequency
`i u` does not increase when `|u|` grows. -/
theorem polarizability_imaginary_antitone {A B : Matrix n n ℝ} (hP : (A + B).PosDef)
    (hM : (A - B).PosDef) {u v : ℝ} (huv : |u| ≤ |v|) (d : n → ℝ) :
    polarizability A B (-v ^ 2) d ≤ polarizability A B (-u ^ 2) d := by
  have hu := reduced_posDef hP hM u
  have hv := reduced_posDef hP hM v
  have solve : ∀ G : Matrix n n ℝ, G.PosDef → G *ᵥ (G⁻¹ *ᵥ d) = d := fun G hG => by
    rw [mulVec_mulVec, mul_nonsing_inv _ ((Matrix.isUnit_iff_isUnit_det _).1 hG.isUnit),
      one_mulVec]
  have hr := solve _ hu
  have hs := solve _ hv
  unfold polarizability
  generalize (reduced A B (-u ^ 2))⁻¹ *ᵥ d = r at hr ⊢
  generalize (reduced A B (-v ^ 2))⁻¹ *ᵥ d = s at hs ⊢
  have hT : (reduced A B (-u ^ 2))ᵀ = reduced A B (-u ^ 2) := by
    rw [← conjTranspose_eq_transpose_of_trivial]
    exact hu.isHermitian
  have hsym : r ⬝ᵥ reduced A B (-u ^ 2) *ᵥ s = d ⬝ᵥ s := by
    rw [Matrix.dotProduct_mulVec, ← mulVec_transpose, hT, hr]
  -- the two reduced matrices differ by a positive multiple of `(A - B)⁻¹`
  have hdiff : reduced A B (-u ^ 2) *ᵥ s = d - (v ^ 2 - u ^ 2) • ((A - B)⁻¹ *ᵥ s) := by
    simp only [reduced, sub_mulVec, smul_mulVec] at hs ⊢
    linear_combination (norm := module) hs
  have h0 := hu.posSemidef.dotProduct_mulVec_nonneg (s - r)
  have h1 := hM.inv.posSemidef.dotProduct_mulVec_nonneg s
  rw [star_trivial] at h0 h1
  rw [mulVec_sub, sub_dotProduct, dotProduct_sub, dotProduct_sub, hsym, hr, hdiff,
    dotProduct_sub, dotProduct_smul, smul_eq_mul, dotProduct_comm s d,
    dotProduct_comm r d] at h0
  have h2 := mul_nonneg (sub_nonneg.2 (sq_le_sq.2 huv)) h1
  linarith

end

end RPAPolarizability
```

```lean
#print axioms RPAPolarizability.response_unique_and_polarizability
#print axioms RPAPolarizability.single_pole_response
#print axioms RPAPolarizability.polarizability_imaginary_pos
#print axioms RPAPolarizability.polarizability_imaginary_antitone
```

```
'RPAPolarizability.response_unique_and_polarizability' depends on axioms: [propext, Classical.choice, Quot.sound]
'RPAPolarizability.single_pole_response' depends on axioms: [propext, Classical.choice, Quot.sound]
'RPAPolarizability.polarizability_imaginary_pos' depends on axioms: [propext, Classical.choice, Quot.sound]
'RPAPolarizability.polarizability_imaginary_antitone' depends on axioms: [propext, Classical.choice, Quot.sound]
```

## How the proof follows the algebra

`isResponse_iff_sum_diff` is the passage to s and t. After the matrix products are expanded, `linear_combination (norm := module)` checks that each target equation is the stated combination of the known ones: `h1 + h2` and `h1 - h2` in one direction, half sums and half differences in the other. The factor 1/2 is where the characteristic of the field matters.

`isResponse_iff_reduced` eliminates the difference. Its inner step `key` multiplies by (A − B)⁻¹ or by A − B to solve the undriven equation for x − y. Substituting the result into the driven equation produces G. `isResponse_of_reduced` goes the other way, building x and y from any s with Gs = 2d and checking their sum and difference.

In `response_unique_and_polarizability`, `s` is defined as 2G⁻¹d and `hGs` verifies the reduced equation. Existence then comes from `isResponse_of_reduced`. The step `hsum` shows that every solution has x + y = s; together with the equation for x − y this fixes both components, which is uniqueness. The dipole formula follows by substituting s.

`free_oscillation_iff` uses Mathlib's equivalence between a zero determinant and a nonzero vector annihilated by the matrix, then follows the argument above in both directions. `single_pole_response` starts from the sum and difference equations and never inverts A − B, so it also allows a = b. The combination `(a - b) • g1 + ω • g2` is the multiplication and insertion done by hand.

`reduced_posDef` adds the two positive matrices, and `polarizability_imaginary_pos` applies positivity of the inverse to d. In `polarizability_imaginary_antitone`, the vectors p and q are called `r` and `s`. There `hsym` is the symmetry step, `hdiff` is the expression for G_u q, and `h0` is the nonnegative quadratic form, which the rewriting expands. `h2` supplies the sign of the term with v² − u², and `linarith` combines the two inequalities.
